# Spin-polarization bounds for LDA exchange on a grid at fixed density

Take a finite grid with weights $w_k>0$ and a density $n_k=u_k+d_k$ with spin-up and spin-down parts $u_k,d_k\ge 0$. Write

$$S=\sum_k w_k n_k^{4/3},\qquad X=\sum_k w_k\left(u_k^{4/3}+d_k^{4/3}\right).$$

Then

$$2^{-1/3}S\;\le\;X\;\le\;S .$$

The lower value is attained exactly when $u_k=d_k$ at every point, the upper exactly when $u_kd_k=0$ at every point.

For the exchange energy in the local density approximation (LDA), let $E[n]=-C\,S$ with $C=\tfrac34(3/\pi)^{1/3}$ in Hartree atomic units, and let the spin-polarized energy be $E[u,d]=\tfrac12(E[2u]+E[2d])$. The bounds become

$$2^{1/3}E[n]\;\le\;E[u,d]\;\le\;E[n].$$

At fixed density, spin polarization can therefore deepen the LDA exchange energy by at most a factor $2^{1/3}\approx1.26$.

## Spin-polarized runs without a moment, and factors of two

A spin-polarized calculation whose two spin densities coincide should return the same LDA exchange energy as a calculation without spin at the same total density. Comparisons of magnetic and non-magnetic solutions rely on this, and it is the upper end of the energy bound.

The bounds also give a cheap check on an exchange routine. When $S>0$, the ratio $E[u,d]/E[n]$ must lie between $1$ and $2^{1/3}$. A routine that forgets the spin scaling and returns $E[u]+E[d]$ produces the ratio $X/S$, which is below $1$ unless the density is fully polarized everywhere. In floating point the check needs a small tolerance at both ends.

In a projector augmented-wave (PAW) code that evaluates exchange point by point, the sums run over a regular grid for the smooth density and over atom-centred grids for the all-electron and pseudo densities. The bounds apply to each of these sums separately, if its densities and weights meet the conditions above. They do not carry over to the on-site correction, which is a difference of two such sums.

## From one grid point to the exchange energy

**Unequal polarizations at one point.** Let $(a,b)$ and $(a',b')$ have the same sum, with $a',b'\ge0$ and $|a-b|<|a'-b'|$. Call the larger of $a',b'$ $p$ and the smaller $q$, so that $p>q\ge0$, $a+b=p+q$ and $|a-b|<p-q$. From $2a=(a+b)+(a-b)$ it follows that $2q<2a<2p$, so

$$t=\frac{a-q}{p-q}$$

lies strictly between $0$ and $1$. Then

$$a=tp+(1-t)q,\qquad b=p+q-a=(1-t)p+tq .$$

The function $x^{4/3}$ is strictly convex on $x\ge0$, hence

$$a^{4/3}<t\,p^{4/3}+(1-t)q^{4/3},\qquad b^{4/3}<(1-t)p^{4/3}+t\,q^{4/3}.$$

Adding the two gives $a^{4/3}+b^{4/3}<p^{4/3}+q^{4/3}=a'^{4/3}+b'^{4/3}$.

**Equal polarizations at one point.** If $|a-b|=|a'-b'|$ and the sums agree, then either $a=a'$, $b=b'$ or $a=b'$, $b=a'$. The two sums of powers are equal.

**The grid.** Let $(u,d)$ and $(u',d')$ split the same density, with $u',d'\ge0$ and $|u_k-d_k|\le|u'_k-d'_k|$ everywhere, and let $X$ and $X'$ be their spin sums. Every term of $X'-X$ is non-negative, so $X\le X'$. Equality forces every term to vanish; since $w_k>0$, this happens exactly when $|u_k-d_k|=|u'_k-d'_k|$ at every point.

**The two ends.** The splitting $(n/2,n/2)$ has zero polarization and spin sum

$$\sum_k w_k\,2\left(\frac{n_k}{2}\right)^{4/3}=2^{-1/3}S .$$

Comparison with $(u,d)$ gives the lower bound, with equality exactly when $|u_k-d_k|=0$ everywhere. The splitting $(n,0)$ has spin sum $S$, and $|u_k-d_k|\le u_k+d_k=n_k$, which gives the upper bound. Equality there means $|u_k-d_k|=u_k+d_k$. Both sides are non-negative, so this is the same as $(u_k+d_k)^2-(u_k-d_k)^2=4u_kd_k=0$.

**The energy.** Doubling a density multiplies its sum of $4/3$ powers by $2^{4/3}$, so

$$E[u,d]=-\tfrac12\,C\,2^{4/3}X=-2^{1/3}C\,X .$$

Multiplying $2^{-1/3}S\le X\le S$ by $-2^{1/3}C<0$ reverses the order and gives $2^{1/3}E[n]\le E[u,d]\le E[n]$.

## The Lean file

```lean
import Mathlib

namespace SpinPolarizedExchange

noncomputable section

variable {ι : Type*} [Fintype ι]

/-- The grid sum of `n^(4/3)` with integration weights `w`. -/
def densitySum (w n : ι → ℝ) : ℝ := ∑ k, w k * n k ^ (4 / 3 : ℝ)

/-- The grid sum of `u^(4/3) + d^(4/3)` for spin-up density `u` and spin-down density `d`. -/
def spinSum (w u d : ι → ℝ) : ℝ :=
  ∑ k, w k * (u k ^ (4 / 3 : ℝ) + d k ^ (4 / 3 : ℝ))

/-- The Dirac exchange constant `(3/4)(3/π)^(1/3)` in atomic units. -/
def diracConst : ℝ := 3 / 4 * (3 / Real.pi) ^ (1 / 3 : ℝ)

/-- The LDA exchange energy of a spin-unpolarized density `n` on the grid. -/
def ldaExchange (w n : ι → ℝ) : ℝ := -(diracConst * densitySum w n)

/-- The spin-polarized exchange energy, obtained from the unpolarized functional by
spin scaling: `(E[2u] + E[2d]) / 2`. -/
def lsdaExchange (w u d : ι → ℝ) : ℝ :=
  (ldaExchange w (fun k => 2 * u k) + ldaExchange w (fun k => 2 * d k)) / 2

/-- At one grid point, with the total density fixed and the densities `a'`, `b'` nonnegative,
a strictly smaller spin polarization gives a strictly smaller sum of `4/3` powers. -/
theorem pair_lt {a b a' b' : ℝ} (ha' : 0 ≤ a') (hb' : 0 ≤ b')
    (hs : a + b = a' + b') (h : |a - b| < |a' - b'|) :
    a ^ (4 / 3 : ℝ) + b ^ (4 / 3 : ℝ) < a' ^ (4 / 3 : ℝ) + b' ^ (4 / 3 : ℝ) := by
  have key : ∀ p q : ℝ, 0 ≤ q → q < p → a + b = p + q → |a - b| < p - q →
      a ^ (4 / 3 : ℝ) + b ^ (4 / 3 : ℝ) < p ^ (4 / 3 : ℝ) + q ^ (4 / 3 : ℝ) := by
    intro p q hq hqp hs h
    obtain ⟨h1, h2⟩ := abs_lt.mp h
    have hpq : 0 < p - q := sub_pos.2 hqp
    have hp : 0 ≤ p := hq.trans hqp.le
    -- `a` and `b` are mirror-image convex combinations of `p` and `q`
    obtain ⟨t, ht0, ht1, hta⟩ : ∃ t : ℝ, 0 < t ∧ t < 1 ∧ t * (p - q) = a - q :=
      ⟨(a - q) / (p - q), div_pos (by linarith) hpq,
        (div_lt_one hpq).2 (by linarith), div_mul_cancel₀ _ hpq.ne'⟩
    have hc := strictConvexOn_rpow (show (1 : ℝ) < 4 / 3 by norm_num)
    have e1 := hc.2 (Set.mem_Ici.2 hp) (Set.mem_Ici.2 hq) hqp.ne' ht0
      (sub_pos.2 ht1) (by ring)
    have e2 := hc.2 (Set.mem_Ici.2 hp) (Set.mem_Ici.2 hq) hqp.ne'
      (sub_pos.2 ht1) ht0 (by ring)
    simp only [smul_eq_mul] at e1 e2
    rw [show t * p + (1 - t) * q = a by linear_combination hta] at e1
    rw [show (1 - t) * p + t * q = b by linear_combination -hta - hs] at e2
    linarith
  -- the two spin labels may be exchanged
  rcases le_total b' a' with hle | hle
  · rw [abs_of_nonneg (sub_nonneg.2 hle)] at h
    exact key a' b' hb' (by linarith [abs_nonneg (a - b)]) hs h
  · rw [abs_sub_comm a' b', abs_of_nonneg (sub_nonneg.2 hle)] at h
    have := key b' a' ha' (by linarith [abs_nonneg (a - b)]) (by linarith) h
    linarith

/-- At one grid point, with the total density fixed and `a'`, `b'` nonnegative, a spin
polarization that is no larger gives a sum of `4/3` powers that is no larger, with equality
exactly when the polarizations agree in magnitude. -/
theorem pair_le {a b a' b' : ℝ} (ha' : 0 ≤ a') (hb' : 0 ≤ b')
    (hs : a + b = a' + b') (h : |a - b| ≤ |a' - b'|) :
    a ^ (4 / 3 : ℝ) + b ^ (4 / 3 : ℝ) ≤ a' ^ (4 / 3 : ℝ) + b' ^ (4 / 3 : ℝ) ∧
    (a ^ (4 / 3 : ℝ) + b ^ (4 / 3 : ℝ) = a' ^ (4 / 3 : ℝ) + b' ^ (4 / 3 : ℝ) ↔
      |a - b| = |a' - b'|) := by
  rcases h.lt_or_eq with h | h
  · have hlt := pair_lt ha' hb' hs h
    exact ⟨hlt.le, fun e => absurd e hlt.ne, fun e => absurd e h.ne⟩
  · have e : a ^ (4 / 3 : ℝ) + b ^ (4 / 3 : ℝ) = a' ^ (4 / 3 : ℝ) + b' ^ (4 / 3 : ℝ) := by
      rcases abs_eq_abs.mp h with h | h
      · rw [show a = a' by linarith, show b = b' by linarith]
      · rw [show a = b' by linarith, show b = a' by linarith]
        exact add_comm _ _
    exact ⟨e.le, fun _ => h, fun _ => e⟩

/-- Let two spin splittings of the same density be given on a grid with positive weights, the
second with nonnegative spin densities and nowhere less polarized than the first. Then the first
has the smaller or equal spin sum, with equality exactly when `|u - d|` agrees everywhere. -/
theorem spinSum_mono_polarization {w u d u' d' : ι → ℝ} (hw : ∀ k, 0 < w k)
    (hu' : ∀ k, 0 ≤ u' k) (hd' : ∀ k, 0 ≤ d' k)
    (hs : ∀ k, u k + d k = u' k + d' k) (hp : ∀ k, |u k - d k| ≤ |u' k - d' k|) :
    spinSum w u d ≤ spinSum w u' d' ∧
    (spinSum w u d = spinSum w u' d' ↔ ∀ k, |u k - d k| = |u' k - d' k|) := by
  have hk := fun k => pair_le (hu' k) (hd' k) (hs k) (hp k)
  have hle : ∀ k ∈ Finset.univ, w k * (u k ^ (4 / 3 : ℝ) + d k ^ (4 / 3 : ℝ)) ≤
      w k * (u' k ^ (4 / 3 : ℝ) + d' k ^ (4 / 3 : ℝ)) :=
    fun k _ => mul_le_mul_of_nonneg_left (hk k).1 (hw k).le
  refine ⟨Finset.sum_le_sum hle, ?_⟩
  unfold spinSum
  rw [Finset.sum_eq_sum_iff_of_le hle]
  constructor
  · intro h k
    exact (hk k).2.1 (mul_left_cancel₀ (hw k).ne' (h k (Finset.mem_univ k)))
  · intro h k _
    rw [(hk k).2.2 (h k)]

/-- For a nonnegative density split equally between the spins, the spin sum is `2^(-1/3)` times
the sum of `n^(4/3)`. -/
theorem spinSum_half {w n : ι → ℝ} (hn : ∀ k, 0 ≤ n k) :
    spinSum w (fun k => n k / 2) (fun k => n k / 2) =
      2 ^ (-1 / 3 : ℝ) * densitySum w n := by
  have h : (2 : ℝ) ^ (-1 / 3 : ℝ) * 2 ^ (4 / 3 : ℝ) = 2 := by
    rw [← Real.rpow_add two_pos]
    norm_num
  have hc : (2 : ℝ) ^ (-1 / 3 : ℝ) = 2 / 2 ^ (4 / 3 : ℝ) :=
    (eq_div_iff (Real.rpow_pos_of_pos two_pos _).ne').2 h
  simp only [spinSum, densitySum, Finset.mul_sum]
  refine Finset.sum_congr rfl fun k _ => ?_
  rw [Real.div_rpow (hn k) two_pos.le, hc]
  ring

/-- For positive weights and `n = u + d` with `u, d ≥ 0`, the spin sum lies between `2^(-1/3)`
times the sum of `n^(4/3)`, attained exactly for `u = d`, and the sum of `n^(4/3)` itself,
attained exactly when `u d = 0` at every grid point. -/
theorem spin_polarization_bounds {w n u d : ι → ℝ} (hw : ∀ k, 0 < w k)
    (hu : ∀ k, 0 ≤ u k) (hd : ∀ k, 0 ≤ d k) (hn : ∀ k, n k = u k + d k) :
    (2 ^ (-1 / 3 : ℝ) * densitySum w n ≤ spinSum w u d ∧
      (2 ^ (-1 / 3 : ℝ) * densitySum w n = spinSum w u d ↔ ∀ k, u k = d k)) ∧
    (spinSum w u d ≤ densitySum w n ∧
      (spinSum w u d = densitySum w n ↔ ∀ k, u k * d k = 0)) := by
  have hn0 : ∀ k, 0 ≤ n k := fun k => by
    rw [hn k]
    exact add_nonneg (hu k) (hd k)
  constructor
  · -- compare with the unpolarized splitting
    have h := spinSum_mono_polarization (u := fun k => n k / 2) (d := fun k => n k / 2)
      hw hu hd (fun k => (add_halves (n k)).trans (hn k)) (fun k => by simp)
    rw [spinSum_half hn0] at h
    refine ⟨h.1, h.2.trans (forall_congr' fun k => ?_)⟩
    simp only [sub_self, abs_zero]
    exact ⟨fun e => sub_eq_zero.1 (abs_eq_zero.1 e.symm), fun e => by simp [e]⟩
  · -- compare with the fully polarized splitting
    have h := spinSum_mono_polarization (u := u) (d := d) (u' := n) (d' := fun _ => 0)
      hw hn0 (fun _ => le_rfl) (fun k => by simp [hn k]) (fun k => by
        simp only [sub_zero]
        rw [abs_of_nonneg (hn0 k), hn k]
        exact abs_le.2 ⟨by linarith [hu k, hd k], by linarith [hu k, hd k]⟩)
    have e : spinSum w n (fun _ => 0) = densitySum w n := by
      have h0 : (0 : ℝ) ^ (4 / 3 : ℝ) = 0 := Real.zero_rpow (by norm_num)
      simp only [spinSum, densitySum, h0, add_zero]
    rw [e] at h
    refine ⟨h.1, h.2.trans (forall_congr' fun k => ?_)⟩
    simp only [sub_zero]
    rw [abs_of_nonneg (hn0 k), hn k]
    constructor
    · intro h
      have hsq := sq_abs (u k - d k)
      rw [h] at hsq
      linear_combination hsq / 4
    · intro h
      rcases mul_eq_zero.1 h with h | h
      · simp [h, abs_of_nonneg (hd k)]
      · simp [h, abs_of_nonneg (hu k)]

/-- For nonnegative spin densities, the spin-scaled exchange energy is `-2^(1/3)` times the Dirac
constant times the spin sum. -/
theorem lsdaExchange_eq {w u d : ι → ℝ} (hu : ∀ k, 0 ≤ u k) (hd : ∀ k, 0 ≤ d k) :
    lsdaExchange w u d = -(2 ^ (1 / 3 : ℝ) * diracConst * spinSum w u d) := by
  have h2 : (2 : ℝ) ^ (4 / 3 : ℝ) = 2 * 2 ^ (1 / 3 : ℝ) := by
    rw [show (4 / 3 : ℝ) = 1 + 1 / 3 by norm_num, Real.rpow_add two_pos, Real.rpow_one]
  have hscale : ∀ x : ι → ℝ, (∀ k, 0 ≤ x k) →
      densitySum w (fun k => 2 * x k) = 2 * 2 ^ (1 / 3 : ℝ) * densitySum w x := by
    intro x hx
    simp only [densitySum, Finset.mul_sum]
    refine Finset.sum_congr rfl fun k _ => ?_
    rw [Real.mul_rpow two_pos.le (hx k), h2]
    ring
  have hsplit : spinSum w u d = densitySum w u + densitySum w d := by
    simp only [spinSum, densitySum, mul_add, Finset.sum_add_distrib]
  unfold lsdaExchange ldaExchange
  rw [hscale u hu, hscale d hd, hsplit]
  ring

/-- For positive weights and `n = u + d` with `u, d ≥ 0`, the spin-polarized exchange energy lies
between `2^(1/3)` times the unpolarized LDA exchange energy of `n` and that energy itself. -/
theorem lsdaExchange_bounds {w n u d : ι → ℝ} (hw : ∀ k, 0 < w k)
    (hu : ∀ k, 0 ≤ u k) (hd : ∀ k, 0 ≤ d k) (hn : ∀ k, n k = u k + d k) :
    2 ^ (1 / 3 : ℝ) * ldaExchange w n ≤ lsdaExchange w u d ∧
      lsdaExchange w u d ≤ ldaExchange w n := by
  obtain ⟨⟨hlow, _⟩, hupp, _⟩ := spin_polarization_bounds hw hu hd hn
  have hC : 0 ≤ (2 : ℝ) ^ (1 / 3 : ℝ) * diracConst := by
    unfold diracConst
    positivity
  have hr : (2 : ℝ) ^ (1 / 3 : ℝ) * 2 ^ (-1 / 3 : ℝ) = 1 := by
    rw [← Real.rpow_add two_pos]
    norm_num
  have h1 := mul_le_mul_of_nonneg_left hupp hC
  have h2 := mul_le_mul_of_nonneg_left hlow hC
  -- the two powers of 2 cancel in the unpolarized limit
  have h3 : 2 ^ (1 / 3 : ℝ) * diracConst * (2 ^ (-1 / 3 : ℝ) * densitySum w n) =
      diracConst * densitySum w n := by
    linear_combination diracConst * densitySum w n * hr
  rw [h3] at h2
  rw [lsdaExchange_eq hu hd]
  unfold ldaExchange
  constructor
  · linarith
  · linarith

end

end SpinPolarizedExchange
```

```lean
#print axioms SpinPolarizedExchange.lsdaExchange_bounds
```

```
'SpinPolarizedExchange.lsdaExchange_bounds' depends on axioms: [propext, Classical.choice, Quot.sound]
```

## What the theorems say, and under which conditions

The type `ι` labels the grid points and carries no geometry, so the grid may be radial, angular, regular or a product of these. Weights and densities are functions `ι → ℝ`. `densitySum w n` is $S$, `spinSum w u d` is $X$, and `ldaExchange` and `lsdaExchange` are $E[n]$ and $E[u,d]$.

`spin_polarization_bounds` contains both bounds on $X$ and both equality conditions. Its hypotheses are positive weights (`hw`), non-negative spin densities (`hu`, `hd`) and $n=u+d$ at each point (`hn`). `spinSum_mono_polarization` is the stronger comparison of two splittings. It requires non-negativity only of the more polarized one, because the other hypotheses imply it for the first. `lsdaExchange_bounds` gives the two energy inequalities without equality conditions.

Two physical inputs enter as definitions. `diracConst` is the constant $C$ in Hartree atomic units; it represents the exchange energy density $-Cn^{4/3}$ of the unpolarized homogeneous electron gas. The spin scaling in `lsdaExchange` represents the fact that exchange acts only between electrons of like spin.

The hypotheses deserve attention in a code:

- If a weight is zero, the inequalities survive, but equality no longer determines the splitting at that point. A negative weight can reverse the inequalities, and some angular quadratures have negative weights.
- Fourier interpolation can make a spin density slightly negative. If $u$ and $d$ are clipped at zero, $n$ has to be recomputed as their sum.

The result concerns real-number sums on a given grid, with no estimate of quadrature or rounding error. It involves neither correlation nor gradient corrections. Since the density is held fixed and only exchange is compared, it does not decide whether a magnetic state has the lower total energy.

## How the Lean proof is assembled

`pair_lt` is the strict inequality at one point. Its inner statement `key` treats the ordered case $p>q$, and the split on `le_total b' a'` assigns the two spin labels to $p$ and $q$. `pair_le` adds equal polarizations: `abs_eq_abs` yields the two cases of identical and exchanged pairs.

In `spinSum_mono_polarization`, `Finset.sum_eq_sum_iff_of_le` states that two sums ordered term by term are equal exactly when all their terms are equal. `mul_left_cancel₀` then removes the positive weight. `spinSum_half` evaluates the unpolarized splitting, and `spin_polarization_bounds` makes the two comparisons; `sq_abs` supplies the squaring step that leads to $u_kd_k=0$. Finally, `lsdaExchange_eq` derives the factor $-2^{1/3}C$, and `lsdaExchange_bounds` multiplies the bounds on $X$ by $2^{1/3}C$ and rearranges the signs.

### Strict convexity, used twice

The analytic content comes from Mathlib's `strictConvexOn_rpow`, which says that $x^r$ is strictly convex on $[0,\infty)$ for every real $r>1$. The proof stores it as `hc` for $r=4/3$. The component `hc.2` is the inequality itself: given two distinct points of the half-line and two positive weights that sum to one, it returns the strict inequality.

The proof calls it once with weights $t,1-t$ and once with $1-t,t$, which produces `e1` and `e2`. Mathlib writes convex combinations with scalar multiplication, which `smul_eq_mul` turns into ordinary products. Two rewrites then identify the combinations with $a$ and $b$, and `linarith` adds the inequalities. No derivative of $x^{4/3}$ has to be computed.

## The same argument for Thomas–Fermi kinetic energy

With exponent $5/3$ in place of $4/3$, the derivation gives

$$2^{-2/3}\sum_k w_kn_k^{5/3}\le\sum_k w_k\left(u_k^{5/3}+d_k^{5/3}\right)\le\sum_k w_kn_k^{5/3},$$

with the same equality conditions. For the Thomas–Fermi kinetic energy $T$, which is positive and obeys the same spin scaling, this means $T[n]\le T[u,d]\le2^{2/3}T[n]$: polarization raises the kinetic energy while it lowers exchange. The Lean file treats only the exponent $4/3$.
